# Recursive Green function: the last block column of the inverse of a block tridiagonal matrix

To obtain the transmission through a long device, one cuts it into slices $0,\dots,N$ coupled only to their neighbours and sweeps from left to right, inverting one slice-sized block per step instead of the whole matrix. For non-interacting electrons in a finite orthonormal basis the matrix is $A=E-H$ at energy $E$, with $H$ the Hamiltonian and with the lead self-energies absorbed into the first and last diagonal blocks. The transmission $\mathrm{Tr}[\Gamma_L G_{0N}\Gamma_R G_{0N}^\dagger]$, where $\Gamma_L,\Gamma_R$ are the lead broadening matrices, needs only the corner block $G_{0N}$ of $G=A^{-1}$. The sweep rests on an algebraic fact: if every small inverse exists, then $A$ is invertible and $G_{0N}$ is an ordered product of small inverses and couplings.

## The model

```lean
import Mathlib

open Matrix

namespace RecursiveGreen

variable {R : Type*} [Ring R]
```

Each block is an element of a ring `R`: blocks can be added and multiplied, there is a unit $1$, and multiplication need not commute. The case in mind is complex $m\times m$ matrices with one size $m$ for all slices. No Hermiticity is assumed.

```lean
/-- Block matrix on slices `0..N` with `a j` at position `(j, j+1)` and zero elsewhere. -/
def upper (N : ℕ) (a : ℕ → R) : Matrix (Fin (N + 1)) (Fin (N + 1)) R :=
  Matrix.of fun i j => if j.val = i.val + 1 then a i else 0
```

`Fin (N + 1)` is the index set $\{0,\dots,N\}$, so there are $N+1$ slices, and `fun i j => ...` gives the entry as a function of row and column. For a sequence of blocks $a_0,a_1,\dots$, $\mathrm{upper}(a)$ has $a_i$ at $(i,i+1)$ and zero elsewhere.

```lean
/-- Block matrix on slices `0..N` with `a j` at position `(j+1, j)` and zero elsewhere. -/
def lower (N : ℕ) (a : ℕ → R) : Matrix (Fin (N + 1)) (Fin (N + 1)) R :=
  Matrix.of fun i j => if i.val = j.val + 1 then a j else 0
```

Likewise $\mathrm{lower}(a)$ has $a_j$ at $(j+1,j)$. Both use only $a_0,\dots,a_{N-1}$, and both vanish for $N=0$.

```lean
/-- Block tridiagonal matrix with diagonal blocks `D j`, upper blocks `-V j` and lower
blocks `-W j`. -/
def tridiag (N : ℕ) (D V W : ℕ → R) : Matrix (Fin (N + 1)) (Fin (N + 1)) R :=
  diagonal (fun i : Fin (N + 1) => D i) - upper N V - lower N W
```

This is $A=\mathrm{diag}(D)-\mathrm{upper}(V)-\mathrm{lower}(W)$. The signs are chosen so that $A=E-H$ gives $D_j=E-H_{jj}$, $V_j=H_{j,j+1}$, $W_j=H_{j+1,j}$. The sequences $V$ and $W$ are independent.

```lean
/-- Green function of the full system: the inverse of the block tridiagonal matrix. -/
noncomputable def green (N : ℕ) (D V W : ℕ → R) : Matrix (Fin (N + 1)) (Fin (N + 1)) R :=
  Ring.inverse (tridiag N D V W)
```

$G=A^{-1}$. `Ring.inverse` works for non-commuting entries and returns zero on a non-invertible argument, which is why the main theorem states invertibility explicitly.

```lean
/-- Left self-energy: zero on slice `0` and `W j * g j * V j` on slice `j+1`. -/
def selfEnergy (V W g : ℕ → R) : ℕ → R
  | 0 => 0
  | j + 1 => W j * g j * V j
```

A definition by cases: $\Sigma_0=0$ and $\Sigma_{j+1}=W_jg_jV_j$. Here $g$ is any sequence of blocks; once the recursion is imposed, $\Sigma_{j+1}$ is the self-energy that slices $0,\dots,j$ exert on slice $j+1$.

```lean
/-- Diagonal block of slice `j` minus its left self-energy. -/
def schur (D V W g : ℕ → R) (j : ℕ) : R := D j - selfEnergy V W g j
```

$S_j=D_j-\Sigma_j$ is the block inverted at step $j$.

```lean
/-- The recursion holds up to slice `N`: `g 0` inverts `D 0` and `g (j+1)` inverts
`D (j+1) - W j * g j * V j`, on both sides. -/
def IsLeftGreen (N : ℕ) (D V W g : ℕ → R) : Prop :=
  ∀ j ≤ N, g j * schur D V W g j = 1 ∧ schur D V W g j * g j = 1
```

A `Prop` is a statement, used below as a hypothesis. It says $g_jS_j=1$ and $S_jg_j=1$ for all $j\le N$, that is $g_0=D_0^{-1}$ and $g_{j+1}=(D_{j+1}-W_jg_jV_j)^{-1}$. Both sides are required because in a general ring one does not imply the other. The existence of these inverses is assumed, not derived from a property of $H$ or from an imaginary part of $E$.

```lean
/-- The ordered product `g i * V i * g (i+1) * ⋯ * V (i+k-1) * g (i+k)`. -/
def chain (g V : ℕ → R) : ℕ → ℕ → R
  | i, 0 => g i
  | i, k + 1 => g i * V i * chain g V (i + 1) k
```

Write $c(i,k)$ for `chain g V i k`: $c(i,0)=g_i$ and $c(i,k+1)=g_iV_i\,c(i+1,k)$. Unfolded, $c(i,k)=g_iV_ig_{i+1}\cdots V_{i+k-1}g_{i+k}$, starting at slice $i$ and making $k$ hops to the right.

## Factorising $A$

```lean
/-- The lower coupling matrix of `W` times the upper matrix of `g V` is the diagonal matrix
of left self-energies. -/
theorem lower_mul_upper (N : ℕ) (V W g : ℕ → R) :
    lower N W * upper N (fun j => g j * V j)
      = diagonal fun i : Fin (N + 1) => selfEnergy V W g i := by
  ext ⟨i, hi⟩ ⟨j, hj⟩
  rw [Matrix.mul_apply, diagonal_apply]
  cases i with
  | zero => simp [lower, selfEnergy]
  | succ p =>
    rw [Finset.sum_eq_single (⟨p, by omega⟩ : Fin (N + 1))]
    · by_cases h : j = p + 1
      · subst h
        simp [lower, upper, selfEnergy, mul_assoc]
      · have h' : ¬ p + 1 = j := fun e => h e.symm
        simp [lower, upper, h, h']
    · intro b _ hb
      have hp : ¬ p = b.val := fun e => hb (Fin.ext e.symm)
      simp [lower, hp]
    · simp
```

Let $U=\mathrm{upper}(gV)$, with blocks $g_jV_j$. The claim is $\mathrm{lower}(W)\,U=\mathrm{diag}(\Sigma)$, for arbitrary $g$. By hand, the $(i,j)$ entry is $\sum_k \mathrm{lower}(W)_{ik}U_{kj}$. For $i=0$ the row of $\mathrm{lower}(W)$ is zero, matching $\Sigma_0=0$. For $i=p+1$ only $k=p$ contributes, and $U_{pj}$ vanishes unless $j=p+1$, where the term is $W_pg_pV_p=\Sigma_{p+1}$. In the proof, `cases i` is the split on $i$, `Finset.sum_eq_single` keeps the term $k=p$, and `by_cases h : j = p + 1` separates diagonal from off-diagonal entries.

```lean
/-- Block LDU factorisation of the tridiagonal matrix when the recursion holds. -/
theorem tridiag_ldu {N : ℕ} {D V W g : ℕ → R} (h : IsLeftGreen N D V W g) :
    tridiag N D V W = (1 - lower N fun j => W j * g j)
      * diagonal (fun i : Fin (N + 1) => schur D V W g i) * (1 - upper N fun j => g j * V j) := by
  have e : ∀ L S U : Matrix (Fin (N + 1)) (Fin (N + 1)) R,
      (1 - L) * S * (1 - U) = S - S * U - L * S + L * S * U := by
    intro L S U
    noncomm_ring
  have h1 : diagonal (fun i : Fin (N + 1) => schur D V W g i) * upper N (fun j => g j * V j)
      = upper N V := by
    ext i j
    rw [diagonal_mul]
    simp only [upper, of_apply]
    split_ifs
    · rw [← mul_assoc, (h i i.is_le).2, one_mul]
    · simp
  have h2 : lower N (fun j => W j * g j) * diagonal (fun i : Fin (N + 1) => schur D V W g i)
      = lower N W := by
    ext i j
    rw [mul_diagonal]
    simp only [lower, of_apply]
    split_ifs
    · rw [mul_assoc, (h j j.is_le).1, mul_one]
    · simp
  have h3 : diagonal (fun i : Fin (N + 1) => D i)
      = diagonal (fun i : Fin (N + 1) => schur D V W g i)
        + diagonal fun i : Fin (N + 1) => selfEnergy V W g i := by
    ext i j
    by_cases hij : i = j <;> simp [schur, hij]
  rw [e, h1, h2, lower_mul_upper, tridiag, h3]
  abel
```

With $L=\mathrm{lower}(Wg)$, of blocks $W_jg_j$, and $S=\mathrm{diag}(S_j)$, the hypothesis `h` gives
$$A=(1-L)\,S\,(1-U).$$
Expand the right side as $S-SU-LS+LSU$ (step `e`). The blocks of $SU$ are $S_ig_iV_i=V_i$, so $SU=\mathrm{upper}(V)$ (`h1`). The blocks of $LS$ are $W_jg_jS_j=W_j$, so $LS=\mathrm{lower}(W)$ (`h2`). Then $LSU=\mathrm{lower}(W)\,U=\mathrm{diag}(\Sigma)$, and $S+\mathrm{diag}(\Sigma)=\mathrm{diag}(D)$ (`h3`). What remains is $\mathrm{diag}(D)-\mathrm{upper}(V)-\mathrm{lower}(W)=A$.

```lean
/-- If every nonzero block `X i j` has `f j < f i` for a level function `f` bounded by `N`,
then `1 - X` is invertible. -/
theorem isUnit_one_sub {N : ℕ} (X : Matrix (Fin (N + 1)) (Fin (N + 1)) R)
    (f : Fin (N + 1) → ℕ) (hf : ∀ i, f i ≤ N) (hX : ∀ i j, X i j ≠ 0 → f j < f i) :
    IsUnit (1 - X) := by
  -- each factor of `X` raises the level by at least one
  have key : ∀ k i j, f i < f j + k → (X ^ k) i j = 0 := by
    intro k
    induction k with
    | zero =>
      intro i j hij
      have hne : i ≠ j := by
        intro e
        subst e
        omega
      rw [pow_zero, one_apply_ne hne]
    | succ k ih =>
      intro i j hij
      rw [pow_succ, Matrix.mul_apply]
      refine Finset.sum_eq_zero fun l _ => ?_
      by_cases h0 : X l j = 0
      · rw [h0, mul_zero]
      · have := hX l j h0
        rw [ih i l (by omega), zero_mul]
  refine IsNilpotent.isUnit_one_sub ⟨N + 1, ?_⟩
  ext i j
  have := hf i
  exact key _ i j (by omega)
```

`IsUnit` means having a two-sided inverse. Suppose each slice $i$ has a level $f(i)\le N$ and $X_{ij}\neq0$ forces $f(j)<f(i)$. Then $1-X$ is invertible. The inner claim `key` is that $(X^k)_{ij}=0$ whenever $f(i)<f(j)+k$. For $k=0$ this says $f(i)<f(j)$, so $i\ne j$ and the identity matrix has a zero there. For the step, $(X^{k+1})_{ij}=\sum_l (X^k)_{il}X_{lj}$, and a term with $X_{lj}\ne0$ has $f(l)\ge f(j)+1$, so $f(i)<f(l)+k$ and $(X^k)_{il}=0$. At $k=N+1$ the condition always holds, so $X^{N+1}=0$. By hand the inverse is then $1+X+\dots+X^N$; the proof cites `IsNilpotent.isUnit_one_sub`.

## The last column

```lean
/-- Back substitution: the upper factor sends the column of products `g i V i ⋯ g N` to the
column with `g N` on the last slice and zero elsewhere. -/
theorem upper_factor_mulVec (N : ℕ) (g V : ℕ → R) :
    (1 - upper N fun j => g j * V j) *ᵥ (fun i : Fin (N + 1) => chain g V i (N - i))
      = Pi.single (Fin.last N) (g N) := by
  ext i
  rw [sub_mulVec, one_mulVec]
  simp only [Pi.sub_apply, mulVec, dotProduct]
  by_cases h : i = Fin.last N
  · subst h
    rw [Pi.single_eq_same, Finset.sum_eq_zero]
    · simp [chain]
    · intro b _
      have hb : ¬ b.val = N + 1 := ne_of_lt b.isLt
      simp [upper, hb]
  · have h1 := i.isLt
    have h2 : i.val ≠ N := fun e => h (Fin.ext e)
    have e : N - i.val = N - (i.val + 1) + 1 := by omega
    have hc : chain g V i (N - i) = g i * V i * chain g V (i + 1) (N - (i + 1)) := by
      rw [e, chain]
    rw [Pi.single_eq_of_ne h, Finset.sum_eq_single (⟨i.val + 1, by omega⟩ : Fin (N + 1))]
    · simp [upper, hc]
    · intro b _ hb
      have hp : ¬ b.val = i.val + 1 := fun e => hb (Fin.ext e)
      simp [upper, hp]
    · simp
```

`*ᵥ` applies a matrix to a column of blocks, and `Pi.single (Fin.last N) (g N)` is the column with $g_N$ in row $N$ and zero elsewhere. Write $e_N$ for the column with $1$ in row $N$, and $x_i=c(i,N-i)$. The statement is $(1-U)x=e_Ng_N$. For $i<N$, $[(1-U)x]_i=x_i-g_iV_i\,x_{i+1}=0$ by the definition of $c$ (step `hc`). For $i=N$, row $N$ of $U$ is zero and the entry is $x_N=c(N,0)=g_N$.

```lean
/-- Recursive Green function: if the recursion holds, the tridiagonal matrix is invertible and
the block `(i, N)` of its inverse is `g i V i g (i+1) ⋯ V (N-1) g N` for every slice `i`. -/
theorem green_last_column {N : ℕ} {D V W g : ℕ → R} (h : IsLeftGreen N D V W g) :
    IsUnit (tridiag N D V W) ∧
      ∀ i : Fin (N + 1), green N D V W i (Fin.last N) = chain g V i (N - i) := by
  have hu : IsUnit (tridiag N D V W) := by
    rw [tridiag_ldu h]
    refine IsUnit.mul (IsUnit.mul ?_ ?_) ?_
    · refine isUnit_one_sub _ Fin.val (fun i => i.is_le) fun i j hne => ?_
      have : i.val = j.val + 1 := by
        by_contra c
        exact hne (by simp [lower, c])
      omega
    · refine ⟨⟨diagonal fun i : Fin (N + 1) => schur D V W g i,
        diagonal fun i : Fin (N + 1) => g i, ?_, ?_⟩, rfl⟩
      · rw [diagonal_mul_diagonal, ← diagonal_one]
        exact congrArg diagonal (funext fun i => (h i i.is_le).2)
      · rw [diagonal_mul_diagonal, ← diagonal_one]
        exact congrArg diagonal (funext fun i => (h i i.is_le).1)
    · refine isUnit_one_sub _ (fun i => N - i.val) (fun i => Nat.sub_le _ _) fun i j hne => ?_
      have : j.val = i.val + 1 := by
        by_contra c
        exact hne (by simp [upper, c])
      have := j.isLt
      show N - j.val < N - i.val
      omega
  have key : ∀ (M : Matrix (Fin (N + 1)) (Fin (N + 1)) R) (c : R) (i : Fin (N + 1)),
      (M *ᵥ (Pi.single (Fin.last N) c : Fin (N + 1) → R)) i = M i (Fin.last N) * c := by
    intro M c i
    exact dotProduct_single _ _ _
  have hD : diagonal (fun i : Fin (N + 1) => schur D V W g i) *ᵥ Pi.single (Fin.last N) (g N)
      = Pi.single (Fin.last N) 1 := by
    ext i
    rw [key]
    by_cases hi : i = Fin.last N
    · subst hi
      rw [diagonal_apply_eq, Pi.single_eq_same]
      exact (h N le_rfl).2
    · rw [diagonal_apply_ne _ hi, zero_mul, Pi.single_eq_of_ne hi]
  have hL : (1 - lower N fun j => W j * g j) *ᵥ Pi.single (Fin.last N) 1
      = Pi.single (Fin.last N) 1 := by
    ext i
    have hb : ¬ i.val = N + 1 := ne_of_lt i.isLt
    rw [key, mul_one, Matrix.sub_apply, Matrix.one_apply, Pi.single_apply]
    simp [lower, hb]
  -- the column of products solves `A x = e_N`
  have hA : tridiag N D V W *ᵥ (fun i : Fin (N + 1) => chain g V i (N - i))
      = Pi.single (Fin.last N) 1 := by
    rw [tridiag_ldu h, ← mulVec_mulVec, ← mulVec_mulVec, upper_factor_mulVec, hD, hL]
  refine ⟨hu, fun i => ?_⟩
  have hG := key (green N D V W) 1 i
  rw [mul_one, ← hA, mulVec_mulVec, green, Ring.inverse_mul_cancel _ hu, one_mulVec] at hG
  exact hG.symm
```

In words: for every $N$ and all sequences $D,V,W,g$ obeying the recursion up to slice $N$, the matrix $A$ is invertible and
$$G_{iN}=g_iV_ig_{i+1}\cdots V_{N-1}g_N\qquad(0\le i\le N).$$
The symbol `∧` joins the two claims. For invertibility (`hu`) the three factors are treated in turn: $1-L$ with level $f(i)=i$, $S$ with the explicit inverse $\mathrm{diag}(g_j)$, and $1-U$ with level $f(i)=N-i$. For the column, apply the factors to $x$ from the right:
$$Ax=(1-L)\,S\,(1-U)\,x=(1-L)\,S\,e_Ng_N=(1-L)\,e_N=e_N.$$
The third equality is $S_Ng_N=1$ (`hD`) and the last holds because column $N$ of $L$ is zero (`hL`); together they give `hA`. Multiplying by $G$ gives $x=Ge_N$, and the local fact `key`, that $M e_N c$ has entries $M_{iN}c$ for any matrix $M$ and block $c$, identifies $(Ge_N)_i$ with $G_{iN}$. The theorem describes only this column of $G$, and it concerns exact arithmetic, not rounding errors in a long product.

```lean
/-- The corner block `(0, N)` of the Green function is `g 0 V 0 g 1 ⋯ V (N-1) g N`, and the
block `(N, N)` is `g N`. -/
theorem green_corner {N : ℕ} {D V W g : ℕ → R} (h : IsLeftGreen N D V W g) :
    green N D V W 0 (Fin.last N) = chain g V 0 N ∧
      green N D V W (Fin.last N) (Fin.last N) = g N :=
  ⟨by simpa using (green_last_column h).2 0,
    by simpa [chain] using (green_last_column h).2 (Fin.last N)⟩
```

Setting $i=0$ gives the corner $G_{0N}=g_0V_0g_1\cdots V_{N-1}g_N$, and $i=N$ gives $G_{NN}=g_N$. For $N=0$ both say $G_{00}=g_0$. The $W_j$ enter the corner only through the $g_j$.

```lean
/-- Lengthening the ordered product by one slice multiplies it on the right by
`V (i+k) * g (i+k+1)`. -/
theorem chain_succ_right (g V : ℕ → R) (i k : ℕ) :
    chain g V i (k + 1) = chain g V i k * V (i + k) * g (i + k + 1) := by
  induction k generalizing i with
  | zero => simp [chain]
  | succ k ih =>
    have e : i + 1 + k = i + (k + 1) := by omega
    calc chain g V i (k + 1 + 1) = g i * V i * chain g V (i + 1) (k + 1) := by rw [chain]
      _ = g i * V i * (chain g V (i + 1) k * V (i + (k + 1)) * g (i + (k + 1) + 1)) := by
        rw [ih, e]
      _ = _ := by simp only [chain, mul_assoc]
```

The product was defined by growing on the left; here it grows on the right, $c(i,k+1)=c(i,k)\,V_{i+k}\,g_{i+k+1}$. The induction is on $k$ for all $i$ at once (`generalizing i`): split off $g_iV_i$, apply the hypothesis to $c(i+1,k+1)$, and regroup the brackets.

```lean
/-- Attaching slice `N+1` multiplies the corner block on the right by `V N * g (N+1)`. -/
theorem green_corner_succ {N : ℕ} {D V W g : ℕ → R} (h : IsLeftGreen (N + 1) D V W g) :
    green (N + 1) D V W 0 (Fin.last (N + 1))
      = green N D V W 0 (Fin.last N) * V N * g (N + 1) := by
  have h' : IsLeftGreen N D V W g := fun j hj => h j (by omega)
  rw [(green_corner h).1, (green_corner h').1, chain_succ_right, zero_add]
```

Let $G^{(N)}$ be the Green function of slices $0,\dots,N$ alone. If the recursion holds up to $N+1$, then
$$G^{(N+1)}_{0,N+1}=G^{(N)}_{0N}\,V_N\,g_{N+1},$$
which is the update of the sweep. The recursion up to $N+1$ contains the one up to $N$ (`h'`), both corners are products $c(0,\cdot)$, and the previous identity at $i=0$ links them. Both systems share the same $D_j$, so a right-lead self-energy belongs only in the block attached last.

## A chain that satisfies the recursion

```lean
/-- Two-by-two integer blocks alternating with the parity of the slice index. -/
def altG (j : ℕ) : Matrix (Fin 2) (Fin 2) ℤ :=
  if j % 2 = 0 then !![2, -1; -1, 1] else !![-2, 1; 1, 0]
```

`!![a, b; c, d]` is a $2\times2$ matrix written row by row. So $g_j=\begin{pmatrix}2&-1\\-1&1\end{pmatrix}$ for even $j$ and $g_j=\begin{pmatrix}-2&1\\1&0\end{pmatrix}$ for odd $j$.

```lean
/-- A uniform chain of two-site slices, site two of each slice coupled to site one of the
next, satisfies the recursion with `altG` for every length. -/
theorem isLeftGreen_witness (N : ℕ) :
    IsLeftGreen N (fun _ => !![1, 1; 1, 2]) (fun _ => !![0, 0; 1, 0])
      (fun _ => !![0, 1; 0, 0]) altG := by
  unfold IsLeftGreen
  intro j _
  rcases j with _ | j
  · constructor <;> ext a b <;> fin_cases a <;> fin_cases b <;>
      simp [schur, selfEnergy, altG, Matrix.mul_apply, Fin.sum_univ_succ]
  · rcases Nat.mod_two_eq_zero_or_one j with h | h
    · have h' : (j + 1) % 2 = 1 := by omega
      constructor <;> ext a b <;> fin_cases a <;> fin_cases b <;>
        simp [schur, selfEnergy, altG, h, h', Matrix.mul_apply, Fin.sum_univ_succ]
    · have h' : (j + 1) % 2 = 0 := by omega
      constructor <;> ext a b <;> fin_cases a <;> fin_cases b <;>
        simp [schur, selfEnergy, altG, h, h', Matrix.mul_apply, Fin.sum_univ_succ]

end RecursiveGreen
```

Here `R` is the ring of integer $2\times2$ matrices, and for all $j$
$$D_j=\begin{pmatrix}1&1\\1&2\end{pmatrix},\quad V_j=\begin{pmatrix}0&0\\1&0\end{pmatrix},\quad W_j=\begin{pmatrix}0&1\\0&0\end{pmatrix}.$$
The recursion holds for every $N$. The product $W_jg_jV_j$ copies the lower right entry of $g_j$ into the upper left corner. For even $j$ that entry is $1$, so $S_{j+1}=\begin{pmatrix}0&1\\1&2\end{pmatrix}$, whose inverse is the odd block. For odd $j$ it is $0$, so $S_{j+1}=D_{j+1}$, whose inverse is the even block, as for $S_0=D_0$. The proof has these three cases and checks each product entry by entry.

For $N=1$ the system has four sites,
$$A=\begin{pmatrix}1&1&0&0\\1&2&-1&0\\0&-1&1&1\\0&0&1&2\end{pmatrix},\qquad G_{01}=g_0V_0g_1=\begin{pmatrix}-1&0\\1&0\end{pmatrix}\begin{pmatrix}-2&1\\1&0\end{pmatrix}=\begin{pmatrix}2&-1\\-2&1\end{pmatrix}.$$
Stacking $G_{01}$ on $G_{11}=g_1$ gives the columns $(2,-2,-2,1)^T$ and $(-1,1,1,0)^T$. Multiplying by $A$ yields $(0,0,1,0)^T$ and $(0,0,0,1)^T$, so these are the last two columns of $A^{-1}$.

## A different modelling choice

One could let slice $j$ carry its own number $m_j$ of orbitals, with $D_j$ of size $m_j\times m_j$ and rectangular $V_j$, $W_j$. The blocks would no longer lie in one ring, and $A$ would be an ordinary complex matrix indexed by pairs (slice, orbital). That version would describe a device of varying width directly, but it would lose the other rings allowed here, such as bounded operators on an infinite-dimensional transverse space. With equal sizes a varying width can be imitated by padding narrow slices with decoupled orbitals that have $1$ on the diagonal of $A$. In either version the hypothesis is stronger than invertibility of $A$: for scalar blocks, $\begin{pmatrix}0&1\\1&0\end{pmatrix}$ is invertible while $D_0=0$ is not. Lean has checked neither these remarks nor the four-site multiplication above.

```lean
#print axioms RecursiveGreen.green_last_column
-- 'RecursiveGreen.green_last_column' depends on axioms: [propext, Classical.choice, Quot.sound]
#print axioms RecursiveGreen.green_corner_succ
-- 'RecursiveGreen.green_corner_succ' depends on axioms: [propext, Classical.choice, Quot.sound]
```
